# Canonical occupations of ideal fermions lie between Fermi functions at successive addition energies

**Q:** A small metal grain, cut off from its leads, holds exactly N electrons at temperature T. The Fermi function describes a grain that exchanges electrons with a reservoir. Which chemical potential would I even put in, and how wrong is the result?

**A:** For non-interacting electrons in M levels with 1 ≤ N < M, where each level is a single state (spin included) that holds at most one electron, two chemical potentials bracket the answer. Let F_N be the canonical free energy and μ_N = F_N − F_(N−1) the cost of adding the N-th electron. The occupation of each level lies strictly between the Fermi functions at μ_N and μ_(N+1).

**Q:** What stands for the grain in Lean?

**A:** A finite set `s` of modes, each a single-particle state including spin, with real energies `e` and b = 1/(k_B T). Degenerate levels are allowed.

```lean
import Mathlib

open Finset

namespace CanonicalFermiBounds

noncomputable section

variable {ι : Type*} [DecidableEq ι] (b : ℝ) (e : ι → ℝ) {s t : Finset ι} {j : ι}
```

A microstate is the set S of filled modes, so Pauli exclusion is built in. Its weight is exp(−b · total energy).

```lean
/-- Boltzmann weight of the microstate in which exactly the modes in `S` are filled. -/
def boltzmann (S : Finset ι) : ℝ := Real.exp (-b * ∑ i ∈ S, e i)
```

Summing over all N-element subsets gives Z_N(s).

```lean
/-- Canonical partition sum of `N` fermions in the modes `s`. -/
def Z (s : Finset ι) (N : ℕ) : ℝ := ∑ S ∈ s.powersetCard N, boltzmann b e S
```

**Q:** Is the Fermi function hidden in the definition of the occupation?

**A:** No. The occupation is the thermal average of an indicator, 1 if j is filled and 0 otherwise.

```lean
/-- Canonical mean occupation of mode `j` for `N` fermions in the modes `s`, with `N ≤ s.card`. -/
def occupation (s : Finset ι) (j : ι) (N : ℕ) : ℝ :=
  (∑ S ∈ s.powersetCard N, (if j ∈ S then (1 : ℝ) else 0) * boltzmann b e S) / Z b e s N
```

The free energy is F_N = −log(Z_N)/b.

```lean
/-- Canonical free energy of `N` fermions in the modes `s`, for `b ≠ 0` and `N ≤ s.card`. -/
def freeEnergy (s : Finset ι) (N : ℕ) : ℝ := -Real.log (Z b e s N) / b
```

The name `mu` means the addition energy μ_N, a difference at fixed particle numbers, not a reservoir's chemical potential. For quantum dots, "addition energy" often means the spacing μ_(N+1) − μ_N instead.

```lean
/-- Free energy needed to add the `N`-th fermion, for `b ≠ 0` and `1 ≤ N ≤ s.card`. -/
def mu (s : Finset ι) (N : ℕ) : ℝ := freeEnergy b e s N - freeEnergy b e s (N - 1)
```

The Fermi function is defined separately, for any μ.

```lean
/-- Fermi function of a mode with energy `ε` at chemical potential `μ`. -/
def fermi (ε μ : ℝ) : ℝ := 1 / (Real.exp (b * (ε - μ)) + 1)
```

**Q:** Then how does it emerge?

**A:** Remove mode j from s and call the rest t. Microstates of s have j either empty or filled; the latter are microstates of t with j inserted, each arising once.

```lean
/-- A sum over microstates splits into those with mode `j` empty and those with `j` filled. -/
theorem sum_insert_mode (hj : j ∉ t) (g : Finset ι → ℝ) (n : ℕ) :
    ∑ S ∈ (insert j t).powersetCard (n + 1), g S =
      ∑ S ∈ t.powersetCard (n + 1), g S + ∑ S ∈ t.powersetCard n, g (insert j S) := by
  have hn : ∀ m, ∀ S ∈ t.powersetCard m, j ∉ S :=
    fun m S hS h => hj ((mem_powersetCard.mp hS).1 h)
  have hd : Disjoint (t.powersetCard (n + 1)) ((t.powersetCard n).image (insert j)) := by
    refine disjoint_left.mpr fun S hS hT => ?_
    obtain ⟨T, _, rfl⟩ := mem_image.mp hT
    exact hn _ _ hS (mem_insert_self j T)
  have hi : Set.InjOn (insert j) (t.powersetCard n : Set (Finset ι)) := by
    intro S hS T hT h
    calc S = (insert j S).erase j := (erase_insert (hn n S (mem_coe.mp hS))).symm
      _ = (insert j T).erase j := congrArg (fun U => U.erase j) h
      _ = T := erase_insert (hn n T (mem_coe.mp hT))
  rw [powersetCard_succ_insert hj, sum_union hd, sum_image hi]
```

Filling j multiplies a weight by x = exp(−b e_j).

```lean
/-- Filling the mode `j`, which is not in `t`, in every `n`-fermion microstate of `t` multiplies the
sum of their weights by `exp (-b * e j)`. -/
theorem sum_filled (hj : j ∉ t) (n : ℕ) :
    ∑ S ∈ t.powersetCard n, boltzmann b e (insert j S) = Real.exp (-b * e j) * Z b e t n := by
  rw [Z, mul_sum]
  refine sum_congr rfl fun S hS => ?_
  rw [boltzmann, boltzmann, sum_insert fun h => hj ((mem_powersetCard.mp hS).1 h),
    mul_add, Real.exp_add]
```

Hence

Z_(n+1)(s) = Z_(n+1)(t) + x Z_n(t).

```lean
/-- Recursion of the partition sum when a new mode `j` is added to the modes `t`. -/
theorem Z_insert (hj : j ∉ t) (n : ℕ) :
    Z b e (insert j t) (n + 1) = Z b e t (n + 1) + Real.exp (-b * e j) * Z b e t n := by
  rw [← sum_filled b e hj, Z, sum_insert_mode hj, Z]
```

These sums are positive as long as the fermions fit into the modes.

```lean
omit [DecidableEq ι] in
/-- The partition sum is positive when there are at least as many modes as fermions. -/
theorem Z_pos {N : ℕ} (h : N ≤ s.card) : 0 < Z b e s N :=
  sum_pos (fun _ _ => Real.exp_pos _) (powersetCard_nonempty.mpr h)
```

**Q:** Where does the strict inequality come from?

**A:** From comparing partition sums: Z_k Z_(l+2) < Z_(k+1) Z_(l+1) for k ≤ l < M. Use induction on the modes. Add a mode with factor x to t, and write z_i = Z_i(t). For k = 0, right minus left is

(z_1 z_(l+1) − z_(l+2)) + x z_1 z_l + x² z_l,

whose last term is positive and whose bracket is non-negative by the weak form `w` of the induction hypothesis, described below. For the pair k+1, m+1 with k ≤ m it is

(z_(k+2) z_(m+2) − z_(k+1) z_(m+3))
+ x (z_(k+2) z_(m+1) − z_k z_(m+3))
+ x² (z_(k+1) z_(m+1) − z_k z_(m+2)).

The induction hypothesis makes the last bracket positive. Its weak form `w`, which also holds when z_(l+2) = 0, makes the first non-negative and, applied up to twice, the middle one too. `nlinarith` adds the terms.

```lean
/-- For `k ≤ l < s.card`, moving one particle from a gas of `l + 2` fermions to a gas of `k`
fermions in the same modes raises the product of their partition sums. -/
theorem Z_transfer (s : Finset ι) : ∀ k l : ℕ, k ≤ l → l + 1 ≤ s.card →
    Z b e s k * Z b e s (l + 2) < Z b e s (k + 1) * Z b e s (l + 1) := by
  induction s using Finset.induction_on with
  | empty => intro k l _ h; simp at h
  | insert a t ha ih =>
    intro k l hkl hl
    rw [card_insert_of_notMem ha] at hl
    have hx := Real.exp_pos (-b * e a)
    have r := Z_insert b e ha
    have r2 : ∀ i, Z b e (insert a t) (i + 2) =
      Z b e t (i + 2) + Real.exp (-b * e a) * Z b e t (i + 1) := fun i => r (i + 1)
    have nn : ∀ i, 0 ≤ Z b e t i := fun i => sum_nonneg fun _ _ => (Real.exp_pos _).le
    -- without the bound on `l` the inequality survives in weak form
    have w : ∀ k l : ℕ, k ≤ l →
        Z b e t k * Z b e t (l + 2) ≤ Z b e t (k + 1) * Z b e t (l + 1) := by
      intro k l hkl
      by_cases h : l + 1 ≤ t.card
      · exact (ih k l hkl h).le
      · have hz : Z b e t (l + 2) = 0 := by
          rw [Z, powersetCard_eq_empty.mpr (by omega), sum_empty]
        rw [hz, mul_zero]
        exact mul_nonneg (nn _) (nn _)
    cases k with
    | zero =>
      have z0 : ∀ u : Finset ι, Z b e u 0 = 1 := fun u => by simp [Z, boltzmann]
      have h0 := w 0 l hkl
      have hp : 0 < Z b e t l := Z_pos b e (by omega)
      have h1 := mul_nonneg hx.le (mul_nonneg (nn 1) hp.le)
      have h2 := mul_pos (mul_pos hx hx) hp
      rw [r2 l, r 0, r l, z0, z0]
      rw [z0] at h0
      simp only [zero_add] at h0 ⊢
      nlinarith [h0, h1, h2]
    | succ k =>
      obtain ⟨m, rfl⟩ : ∃ m, l = m + 1 := ⟨l - 1, by omega⟩
      have h0 : Z b e t (k + 1) * Z b e t (m + 3) ≤ Z b e t (k + 2) * Z b e t (m + 2) :=
        w (k + 1) (m + 1) hkl
      have h1 : Z b e t k * Z b e t (m + 3) ≤ Z b e t (k + 2) * Z b e t (m + 1) := by
        refine (w k (m + 1) (by omega)).trans ?_
        rcases Nat.eq_or_lt_of_le (show k ≤ m by omega) with rfl | hkm
        · exact (mul_comm _ _).le
        · exact w (k + 1) m hkm
      have h2 := ih k m (by omega) (by omega)
      have r3 : Z b e (insert a t) (m + 3) =
        Z b e t (m + 3) + Real.exp (-b * e a) * Z b e t (m + 2) := r (m + 2)
      change Z b e (insert a t) (k + 1) * Z b e (insert a t) (m + 3) <
        Z b e (insert a t) (k + 2) * Z b e (insert a t) (m + 2)
      rw [r3, r2 k, r2 m, r k]
      nlinarith [h0, mul_le_mul_of_nonneg_left h1 hx.le,
        mul_lt_mul_of_pos_left h2 (mul_pos hx hx)]
```

**Q:** And the addition energies?

**A:** Since bμ_(n+1) = log Z_n − log Z_(n+1), exponentiating gives a ratio:

exp(bμ_(n+1)) = Z_n / Z_(n+1).

```lean
/-- For `b ≠ 0` and `n < s.card`, the addition energy of fermion `n + 1` is fixed by the ratio of
successive partition sums. -/
theorem exp_mu (hb : b ≠ 0) {n : ℕ} (h : n + 1 ≤ s.card) :
    Real.exp (b * mu b e s (n + 1)) = Z b e s n / Z b e s (n + 1) := by
  have h1 : b * mu b e s (n + 1) = Real.log (Z b e s n) - Real.log (Z b e s (n + 1)) := by
    simp only [mu, freeEnergy, Nat.add_sub_cancel]
    rw [mul_sub, mul_div_cancel₀ _ hb, mul_div_cancel₀ _ hb]
    ring
  rw [h1, Real.exp_sub, Real.exp_log (Z_pos b e (by omega)), Real.exp_log (Z_pos b e h)]
```

With N = n+1, only microstates with j filled contribute to the occupation:

x Z_n(t) / (Z_(n+1)(t) + x Z_n(t)) = 1 / (exp(b(e_j − μ_N(t))) + 1).

This is exactly the Fermi function's value at the addition energy of the grain without j. That chemical potential can differ from level to level, so one Fermi function need not fit all the occupations.

```lean
/-- For `b ≠ 0` and `1 ≤ N < s.card`, the canonical occupation of mode `j` is exactly a Fermi
function, taken at the addition energy of the gas from which mode `j` has been removed. -/
theorem occupation_eq_fermi (hb : b ≠ 0) (hj : j ∈ s) {N : ℕ} (h1 : 1 ≤ N) (hN : N < s.card) :
    occupation b e s j N = fermi b (e j) (mu b e (s.erase j) N) := by
  obtain ⟨t, ht, rfl⟩ : ∃ t, j ∉ t ∧ insert j t = s := ⟨s.erase j, by simp, insert_erase hj⟩
  obtain ⟨n, rfl⟩ : ∃ n, N = n + 1 := ⟨N - 1, by omega⟩
  rw [card_insert_of_notMem ht] at hN
  rw [erase_insert ht]
  -- only microstates with `j` filled contribute to the thermal average
  have hnum : ∑ S ∈ (insert j t).powersetCard (n + 1),
      (if j ∈ S then (1 : ℝ) else 0) * boltzmann b e S = Real.exp (-b * e j) * Z b e t n := by
    rw [sum_insert_mode ht, sum_eq_zero, zero_add, ← sum_filled b e ht]
    · refine sum_congr rfl fun S _ => ?_
      rw [if_pos (mem_insert_self j S), one_mul]
    · intro S hS
      rw [if_neg fun h => ht ((mem_powersetCard.mp hS).1 h), zero_mul]
  have hA : 0 < Z b e t n := Z_pos b e (by omega)
  have hA' : 0 < Z b e t (n + 1) := Z_pos b e (by omega)
  have hexp : Real.exp (b * (e j - mu b e t (n + 1))) =
      Z b e t (n + 1) / (Real.exp (-b * e j) * Z b e t n) := by
    rw [mul_sub, Real.exp_sub, exp_mu b e hb (by omega), neg_mul, Real.exp_neg]
    field_simp
  rw [occupation, hnum, Z_insert b e ht, fermi, hexp,
    div_add_one (mul_pos (Real.exp_pos _) hA).ne', one_div_div]
```

**Q:** But I know the full grain's addition energies.

**A:** They enclose that one. Cross-multiplying the ratios turns μ_N(s) < μ_N(t) < μ_(N+1)(s) into

Z_n(s) Z_(n+1)(t) < Z_n(t) Z_(n+1)(s),
Z_n(t) Z_(n+2)(s) < Z_(n+1)(t) Z_(n+1)(s).

Insert the recursion and cancel common terms. The second becomes Z_n(t) Z_(n+2)(t) < Z_(n+1)(t)². The first becomes 0 < x for n = 0, and for n = m+1 it becomes Z_m(t) Z_(m+2)(t) < Z_(m+1)(t)². `Z_transfer` supplies both squared inequalities.

```lean
/-- For `b > 0` and `1 ≤ N < s.card`, the `N`-th addition energy of the gas without mode `j` lies
strictly between the `N`-th and the `(N+1)`-th addition energy of the full gas. -/
theorem mu_interlace (hb : 0 < b) (hj : j ∈ s) {N : ℕ} (h1 : 1 ≤ N) (hN : N < s.card) :
    mu b e s N < mu b e (s.erase j) N ∧ mu b e (s.erase j) N < mu b e s (N + 1) := by
  obtain ⟨t, ht, rfl⟩ : ∃ t, j ∉ t ∧ insert j t = s := ⟨s.erase j, by simp, insert_erase hj⟩
  obtain ⟨n, rfl⟩ : ∃ n, N = n + 1 := ⟨N - 1, by omega⟩
  have hc := card_insert_of_notMem ht
  rw [erase_insert ht]
  have hx := Real.exp_pos (-b * e j)
  have r := Z_insert b e ht
  constructor <;> refine lt_of_mul_lt_mul_left (Real.exp_lt_exp.mp ?_) hb.le <;>
    rw [exp_mu b e hb.ne' (by omega), exp_mu b e hb.ne' (by omega),
      div_lt_div_iff₀ (Z_pos b e (by omega)) (Z_pos b e (by omega))]
  · rw [r n]
    cases n with
    | zero =>
      have z0 : ∀ u : Finset ι, Z b e u 0 = 1 := fun u => by simp [Z, boltzmann]
      rw [z0, z0]
      linarith
    | succ m =>
      have h := mul_lt_mul_of_pos_left (Z_transfer b e t m m le_rfl (by omega)) hx
      change _ * (_ * Z b e t (m + 1 + 1)) < _ at h
      rw [r m]
      nlinarith [h]
  · rw [r (n + 1), r n]
    have h := Z_transfer b e t n n le_rfl (by omega)
    change _ * Z b e t (n + 1 + 1) < _ at h
    nlinarith [h]
```

For b > 0 the Fermi function increases strictly with μ, so the ordering carries over to the occupation.

```lean
/-- For `b > 0` and `1 ≤ N < s.card`, the canonical occupation of every mode lies strictly between
the Fermi functions at the `N`-th and at the `(N+1)`-th addition energy. -/
theorem occupation_between_fermi (hb : 0 < b) (hj : j ∈ s) {N : ℕ} (h1 : 1 ≤ N)
    (hN : N < s.card) : fermi b (e j) (mu b e s N) < occupation b e s j N ∧
      occupation b e s j N < fermi b (e j) (mu b e s (N + 1)) := by
  -- the Fermi function increases strictly with the chemical potential
  have mono : StrictMono (fermi b (e j)) := by
    intro μ ν h
    refine one_div_lt_one_div_of_lt (by positivity) ?_
    have h2 : Real.exp (b * (e j - ν)) < Real.exp (b * (e j - μ)) :=
      Real.exp_lt_exp.mpr (mul_lt_mul_of_pos_left (by linarith) hb)
    linarith
  rw [occupation_eq_fermi b e hb.ne' hj h1 hN]
  have h := mu_interlace b e hb hj h1 hN
  exact ⟨mono h.1, mono h.2⟩

end

end CanonicalFermiBounds
```

```lean
#print axioms CanonicalFermiBounds.occupation_between_fermi
-- 'CanonicalFermiBounds.occupation_between_fermi' depends on axioms: [propext, Classical.choice, Quot.sound]
```

**Q:** Show me numbers.

**A:** Take b = 1, energies 0 and log 2, and N = 1. Then Z_0 = 1, Z_1 = 3/2, Z_2 = 1/2, so exp(μ_1) = 2/3 and exp(μ_2) = 3. The lower mode has occupation 2/3, between 2/5 and 3/4. The upper has 1/3, between 1/4 and 3/5.

**Q:** Does N < M matter?

**A:** It can't be relaxed to N ≤ M. One mode holding one fermion has occupation 1, while a Fermi function at any finite μ stays below 1.

**Q:** So what may I conclude about my grain?

**A:** If finitely many independent levels describe it, using a Fermi function with μ between μ_N and μ_(N+1) misjudges an occupation by less than the gap between the two bounds. Independence of the levels is a physical assumption that you must justify separately. Compute μ_N and μ_(N+1) from those levels: measured addition energies also contain the charging energy due to Coulomb repulsion, which this model leaves out.
